# Counting mixed-spin coupling paths as a difference of two weight coefficients

A coupling path is represented here by the list of total spins reached after each coupling, and every spin is stored as twice its value, a natural number. Half-integers then disappear, and "the number of paths" is the size of a finite set of lists. The Clebsch-Gordan rule enters as the definition of an allowed step: spins a/2 and d/2 may couple to c/2 when

|a − d| ≤ c ≤ a + d, with a + d + c even.

Physically, this says that each such total spin occurs exactly once in the product of two spin multiplets. The rule is taken as given and not derived from angular momentum operators.

## The count and its derivation

Let spins d₁/2, …, d_N/2 be coupled one after another, starting from spin zero. Write the character of spin d/2 as

χ_d = x^d + x^(d−2) + … + x^(−d),

and let T(q) be the coefficient of x^q in the product χ_{d₁} ⋯ χ_{d_N}. This is the number of product states with total projection q/2. The claim is that, for every m ≥ 0,

number of paths ending at spin m/2 = T(m) − T(m+2).

**Splitting a character.** The exponents in χ_{a+n+1} are a + n + 1 − 2k for k = 0, …, a + n + 1. The first a + 1 of them are (n + 1) + (a − 2k). Setting k = a + 1 + j turns the others into −(a + 1) + (n − 2j), with j = 0, …, n. Hence

χ_{a+n+1} = x^(n+1) χ_a + x^(−(a+1)) χ_n.

**Raising both spins.** Three cases of this identity are needed:

χ_{a+1} = x χ_a + x^(−(a+1))
χ_{d+1} = x^(d+1) + x^(−1) χ_d
χ_{a+d+2} = x^(d+2) χ_a + x^(−(a+1)) χ_{d+1}

Multiply the first by χ_{d+1}, then insert the second into the term containing χ_a:

χ_{a+1} χ_{d+1} = x^(d+2) χ_a + χ_a χ_d + x^(−(a+1)) χ_{d+1} = χ_{a+d+2} + χ_a χ_d.

**The Clebsch-Gordan series.** Replacing (a, d) by (a+1, d+1) leaves |a − d| and the parity condition unchanged and raises the upper limit by two. The allowed set therefore gains only a + d + 2, which matches the extra term just found. Lowering both spins together until one is zero, where χ₀ = 1 and only one total spin is allowed, gives

χ_a χ_d = ∑ χ_b, summed over the allowed b.

**Picking out one multiplet.** Let g(k) be 1 if m = a − 2k and 0 otherwise. The coefficient of x^m in χ_a is g(0) + … + g(a), and that of x^(m+2) is g(1) + … + g(a+1). Their difference is g(0) − g(a+1). The second term would require m = −a − 2, which is impossible for m ≥ 0, so the difference is 1 if a = m and 0 otherwise.

**Induction on the spins.** Start from any spin a/2 and include χ_a in the product. With no spins left to couple, the formula is the previous step. Otherwise, the paths are sorted by the first total spin b/2, and the Clebsch-Gordan series sorts the product in the same way. Each term is covered by the induction hypothesis. Setting a = 0 gives the claim, and since the product of characters is commutative, the count does not depend on the coupling order.

## Spins 1/2, 1/2 and 1

The product of characters is

(x + x⁻¹)² (x² + 1 + x⁻²) = x⁴ + 3x² + 4 + 3x⁻² + x⁻⁴.

So there are 4 − 3 = 1 path to spin 0, 3 − 1 = 2 paths to spin 1, and 1 path to spin 2. The dimensions agree: 1·1 + 2·3 + 1·5 = 12 = 2·2·3.

For N spins 1/2, the same count gives the number of independent spin eigenfunctions of N singly occupied orbitals at fixed total spin and projection, which is the spin part of the problem for one fixed orbital configuration.

## Spins, paths and characters in Lean

```lean
import Mathlib

open Finset

namespace MixedSpinBranching

noncomputable section
```

The set `allowed a d` is the coupling rule above, with the absolute value written as two inequalities that avoid subtraction.

```lean
/-- Doubled total spins `c` obtained by coupling doubled spins `a` and `d`:
the triangle rule `|a - d| ≤ c ≤ a + d` with `a + d + c` even. -/
def allowed (a d : ℕ) : Finset ℕ :=
  (range (a + d + 1)).filter (fun c => a ≤ c + d ∧ d ≤ c + a ∧ (a + d + c) % 2 = 0)
```

In `paths a ds m`, the starting spin `a` is not recorded, and each later total is. With no spins to couple, there is one empty path if `a = m` and none otherwise.

```lean
/-- Coupling paths from doubled spin `a` to doubled spin `m` when the listed spins are
coupled one after another; a path records the total spin after each coupling. -/
def paths : ℕ → List ℕ → ℕ → Finset (List ℕ)
  | a, [], m => if a = m then {[]} else ∅
  | a, d :: ds, m => (allowed a d).biUnion (fun b => (paths b ds m).image (List.cons b))
```

Characters live in `HahnSeries ℤ ℤ`, the integer Laurent series in x. Only finite sums of monomials occur.

```lean
/-- The monomial `x ^ n` with integer exponent, as a Laurent series. -/
def xpow (n : ℤ) : HahnSeries ℤ ℤ := HahnSeries.single n 1

/-- The character `x^d + x^(d-2) + ... + x^(-d)` of a spin `d/2`. -/
def character (d : ℕ) : HahnSeries ℤ ℤ :=
  ∑ k ∈ range (d + 1), xpow ((d : ℤ) - 2 * (k : ℤ))
```

Coefficient extraction is packaged as an additive map, so that it can be moved through finite sums. `T ds q` is then T(q) for the list `ds`.

```lean
/-- Reading off the coefficient of `x ^ q`, as an additive map. -/
def coeffHom (q : ℤ) : HahnSeries ℤ ℤ →+ ℤ where
  toFun f := f.coeff q
  map_zero' := by simp
  map_add' f g := by simp

/-- `T(q)`: the coefficient of `x ^ q` in the product of the characters of the spins. -/
def T (ds : List ℕ) (q : ℤ) : ℤ := coeffHom q (ds.map character).prod
```

These definitions describe counting only. The file constructs no state space, coupling coefficients or spin eigenfunctions; the reading of paths as labels of multiplets is the usual physical one.

## The Clebsch-Gordan series from a recursion

The first theorem isolates the combinatorial part of the argument for any function `f` with values in a commutative semiring. The induction lowers both spins together. `omega` verifies the descriptions of the allowed sets, including the fact that only `a + d + 2` is new.

```lean
/-- A function on spins with `f 0 = 1` and `f (a+1) f (d+1) = f (a+d+2) + f a f d`
multiplies according to the Clebsch-Gordan rule. -/
theorem mul_eq_sum_allowed {R : Type*} [CommSemiring R] (f : ℕ → R) (h0 : f 0 = 1)
    (hf : ∀ a d, f (a + 1) * f (d + 1) = f (a + d + 2) + f a * f d) (a d : ℕ) :
    f a * f d = ∑ b ∈ allowed a d, f b := by
  induction a generalizing d with
  | zero =>
    have h : allowed 0 d = {d} := by
      ext c
      simp only [allowed, mem_filter, mem_range, mem_singleton]
      omega
    rw [h, sum_singleton, h0, one_mul]
  | succ a ih =>
    cases d with
    | zero =>
      have h : allowed (a + 1) 0 = {a + 1} := by
        ext c
        simp only [allowed, mem_filter, mem_range, mem_singleton]
        omega
      rw [h, sum_singleton, h0, mul_one]
    | succ d =>
      -- raising both spins by one half adds only the stretched coupling
      have h : allowed (a + 1) (d + 1) = insert (a + d + 2) (allowed a d) := by
        ext c
        simp only [allowed, mem_filter, mem_range, mem_insert]
        omega
      have hn : a + d + 2 ∉ allowed a d := by
        simp only [allowed, mem_filter, mem_range]
        omega
      rw [h, sum_insert hn, hf, ih]
```

The splitting identity follows by cutting the sum at `a + 1` terms with `sum_range_add` and comparing exponents.

```lean
/-- The weights of a spin `(a+n+1)/2` split into a shifted copy of those of spin `a/2`
and a shifted copy of those of spin `n/2`. -/
theorem character_split (a n : ℕ) :
    character (a + n + 1) =
      xpow ((n : ℤ) + 1) * character a + xpow (-((a : ℤ) + 1)) * character n := by
  have hx : ∀ i j : ℤ, xpow i * xpow j = xpow (i + j) := fun i j => by
    simp [xpow, HahnSeries.single_mul_single]
  unfold character
  rw [show a + n + 1 + 1 = (a + 1) + (n + 1) by ring, sum_range_add, mul_sum, mul_sum]
  congr 1
  · refine sum_congr rfl fun k _ => ?_
    rw [hx]
    congr 1
    push_cast
    ring
  · refine sum_congr rfl fun k _ => ?_
    rw [hx]
    congr 1
    push_cast
    ring
```

To apply the general theorem to characters, the proof needs the recursion for χ. Here `h1`, `h2` and `h3` are the three cases of the splitting identity used above, while `e1` and `e2` combine powers of x. `linear_combination` carries out the multiplication and substitution.

```lean
/-- Clebsch-Gordan series: the product of two spin characters is the sum of the
characters of the allowed total spins. -/
theorem character_mul (a d : ℕ) :
    character a * character d = ∑ b ∈ allowed a d, character b := by
  have hx : ∀ i j : ℤ, xpow i * xpow j = xpow (i + j) := fun i j => by
    simp [xpow, HahnSeries.single_mul_single]
  have x0 : xpow 0 = 1 := rfl
  have c0 : character 0 = 1 := by simp [character, x0]
  refine mul_eq_sum_allowed character c0 (fun a d => ?_) a d
  have h1 := character_split a 0
  have h2 := character_split 0 d
  have h3 := character_split a (d + 1)
  have e1 := hx 1 ((d : ℤ) + 1)
  have e2 := hx 1 (-1)
  rw [show (1 : ℤ) + ((d : ℤ) + 1) = (d : ℤ) + 1 + 1 by ring] at e1
  rw [show (1 : ℤ) + -1 = 0 by norm_num, x0] at e2
  simp only [Nat.cast_zero, zero_add, add_zero, c0, mul_one] at h1 h2
  rw [show a + (d + 1) + 1 = a + d + 2 by ring] at h3
  push_cast at h3
  linear_combination character (d + 1) * h1 + xpow 1 * character a * h2 - h3
    + character a * e1 + character a * character d * e2
```

## From coefficients to paths

The hypothesis m ≥ 0 is carried by the type `m : ℕ`. The proof defines the same `g` as the derivation, writes the difference as a telescoping sum, and evaluates the two end terms.

```lean
/-- For one spin `a/2`, the number of states with projection `m/2` minus the number with
projection `m/2 + 1` is one if `a = m` and zero otherwise. -/
theorem character_coeff_sub (a m : ℕ) :
    coeffHom m (character a) - coeffHom ((m : ℤ) + 2) (character a) =
      if a = m then 1 else 0 := by
  have hc : ∀ q n : ℤ, coeffHom q (xpow n) = if q = n then 1 else 0 := by
    intro q n
    change (HahnSeries.single n (1 : ℤ)).coeff q = _
    by_cases h : q = n
    · subst h
      simp
    · rw [if_neg h]
      exact HahnSeries.coeff_single_of_ne h
  -- the difference telescopes along the ladder of projections
  let g : ℕ → ℤ := fun k => if (m : ℤ) = (a : ℤ) - 2 * (k : ℤ) then 1 else 0
  have ht : coeffHom m (character a) - coeffHom ((m : ℤ) + 2) (character a) =
      ∑ k ∈ range (a + 1), (g k - g (k + 1)) := by
    rw [character, map_sum, map_sum, ← sum_sub_distrib]
    refine sum_congr rfl fun k _ => ?_
    rw [hc, hc]
    simp only [g]
    push_cast
    congr 1
    exact if_congr (by constructor <;> intro h <;> linarith) rfl rfl
  rw [ht, sum_range_sub']
  simp only [g]
  push_cast
  split_ifs <;> omega
```

Sorting paths by their first entry requires that no path be counted twice. Lists with different first entries are different, and prefixing a fixed entry is injective; these two facts turn the size of the union into a sum.

```lean
/-- Branching rule: the paths are counted by summing over the total spin reached after
the first coupling. -/
theorem card_paths_cons (a d : ℕ) (ds : List ℕ) (m : ℕ) :
    (paths a (d :: ds) m).card = ∑ b ∈ allowed a d, (paths b ds m).card := by
  rw [paths, card_biUnion]
  · exact sum_congr rfl fun b _ => card_image_of_injective _ (fun _ _ h => (List.cons.inj h).2)
  · intro b _ c _ hbc
    change Disjoint ((paths b ds m).image (List.cons b)) ((paths c ds m).image (List.cons c))
    refine Finset.disjoint_left.mpr ?_
    intro p hp hq
    obtain ⟨u, _, rfl⟩ := mem_image.mp hp
    obtain ⟨v, _, hv⟩ := mem_image.mp hq
    exact hbc (List.cons.inj hv).1.symm
```

The induction now runs over the list, with the starting spin left general because it changes after each coupling. The auxiliary statement `hT` is the Clebsch-Gordan series inserted into `T`.

```lean
/-- Starting from any spin `a/2`, the number of coupling paths to spin `m/2` is the
difference of two coefficients, with `a/2` counted among the spins. -/
theorem card_paths_from (a : ℕ) (ds : List ℕ) (m : ℕ) :
    ((paths a ds m).card : ℤ) = T (a :: ds) m - T (a :: ds) ((m : ℤ) + 2) := by
  induction ds generalizing a with
  | nil =>
    simp only [T, List.map_cons, List.map_nil, List.prod_cons, List.prod_nil, mul_one]
    rw [character_coeff_sub, paths]
    split_ifs <;> simp
  | cons d ds ih =>
    -- the Clebsch-Gordan series turns the product into a sum over first couplings
    have hT : ∀ q : ℤ, T (a :: d :: ds) q = ∑ b ∈ allowed a d, T (b :: ds) q := by
      intro q
      simp only [T, List.map_cons, List.prod_cons]
      rw [← mul_assoc, character_mul, sum_mul, map_sum]
    rw [card_paths_cons, Nat.cast_sum, hT, hT, ← sum_sub_distrib]
    exact sum_congr rfl fun b _ => ih b
```

Starting from spin zero contributes the factor χ₀ = 1, which leaves the stated formula. The equation is between integers, so its subtraction is the ordinary one. An empty list is permitted and gives one path to spin zero.

```lean
/-- The number of coupling paths from spin zero to total spin `m/2` equals
`T(m) - T(m+2)`. -/
theorem card_paths_eq (ds : List ℕ) (m : ℕ) :
    ((paths 0 ds m).card : ℤ) = T ds m - T ds ((m : ℤ) + 2) := by
  have c0 : character 0 = 1 := by
    have x0 : xpow 0 = 1 := rfl
    simp [character, x0]
  have h := card_paths_from 0 ds m
  simpa only [T, List.map_cons, List.prod_cons, c0, one_mul] using h
```

For order independence, `ds.Perm es` says that the two lists contain the same spins with the same multiplicities. Their character products agree, and so do the counts. The paths themselves may differ.

```lean
/-- The number of coupling paths to a given total spin does not depend on the order in
which the spins are coupled. -/
theorem card_paths_perm {ds es : List ℕ} (h : ds.Perm es) (m : ℕ) :
    (paths 0 ds m).card = (paths 0 es m).card := by
  have hp : (ds.map character).prod = (es.map character).prod := (h.map character).prod_eq
  have h1 := card_paths_eq ds m
  have h2 := card_paths_eq es m
  simp only [T, hp] at h1 h2
  exact_mod_cast h1.trans h2.symm
```

## Dimensions by the same recursion

The function f(n) = n + 1, the dimension of a spin n/2 multiplet, also satisfies the recursion:

(a + 2)(d + 2) = (a + d + 3) + (a + 1)(d + 1).

The general theorem therefore gives (a + 1)(d + 1) = ∑ (b + 1) over the allowed b. Repeating this along the list shows that the multiplets reached by all paths have total dimension equal to that of the product space. The bound `K` only has to exceed the largest possible doubled total spin, so that the finite sum includes every endpoint.

```lean
/-- The multiplet dimensions `m + 1`, weighted by the numbers of coupling paths from spin
`a/2`, add up to the dimension of the product space. -/
theorem sum_dimensions (a : ℕ) (ds : List ℕ) (K : ℕ) (hK : a + ds.sum < K) :
    ∑ m ∈ range K, (m + 1) * (paths a ds m).card =
      (a + 1) * (ds.map (fun d => d + 1)).prod := by
  induction ds generalizing a with
  | nil =>
    have ha : a < K := by simpa using hK
    rw [sum_eq_single_of_mem a (mem_range.mpr ha)]
    · simp [paths]
    · intro m _ hm
      simp [paths, Ne.symm hm]
  | cons d ds ih =>
    have hdim := mul_eq_sum_allowed (fun n : ℕ => n + 1) rfl (fun a d => by ring) a d
    simp only [card_paths_cons, mul_sum]
    rw [sum_comm, List.map_cons, List.prod_cons, ← mul_assoc, hdim, sum_mul]
    refine sum_congr rfl fun b hb => ih b ?_
    simp only [allowed, mem_filter, mem_range] at hb
    simp only [List.sum_cons] at hK
    omega
```

The last theorem lists the paths to spin 1 in the worked case for two coupling orders. Coupling the two spins 1/2 first gives intermediate spin 0 or 1; coupling spin 1 second gives intermediate spin 1/2 or 3/2. There are two paths each time, and `decide +kernel` verifies both sets by computation.

```lean
/-- Spins 1/2, 1/2, 1 coupled to total spin 1 in two different orders: the intermediate
spins differ, and each order has two paths. -/
theorem two_orders_example :
    paths 0 [1, 1, 2] 2 = {[1, 0, 2], [1, 2, 2]} ∧
      paths 0 [1, 2, 1] 2 = {[1, 1, 2], [1, 3, 2]} := by
  constructor <;> decide +kernel

end

end MixedSpinBranching
```

```lean
#print axioms MixedSpinBranching.card_paths_from
-- 'MixedSpinBranching.card_paths_from' depends on axioms: [propext, Classical.choice, Quot.sound]
#print axioms MixedSpinBranching.card_paths_perm
-- 'MixedSpinBranching.card_paths_perm' depends on axioms: [propext, Classical.choice, Quot.sound]
#print axioms MixedSpinBranching.sum_dimensions
-- 'MixedSpinBranching.sum_dimensions' depends on axioms: [propext, Classical.choice, Quot.sound]
#print axioms MixedSpinBranching.two_orders_example
-- 'MixedSpinBranching.two_orders_example' depends on axioms: [propext, Classical.choice, Quot.sound]
```
